# For a trial function without zeros on a finite configuration space, the time-integrated local-energy correlation is the trial energy excess

Take the local energy of a trial function $\psi$, relative to a reference energy $E_0$, at both ends $x$ and $y$ of an imaginary-time projection $P_t=e^{-t(H-E_0)}$. Multiply the two values, sum over $x$ and $y$ with the weight $\psi(x)P_t(x,y)\psi(y)/\psi^T\psi$, and integrate over the projection length $t$. For a finite real symmetric Hamiltonian, a trial function without zeros and an $E_0$ not above any eigenvalue, the area is exactly the trial energy minus $E_0$. If $E_0$ is the ground-state energy, this is the excess over the ground state. The value of $E_0$ is an input to the correlation; once it is known, the excess also follows directly from the trial energy.

## Quantities defined from $H$ and $\psi$

```lean
import Mathlib

open Matrix MeasureTheory Set Filter Topology

namespace ProjectedLocalEnergy

noncomputable section

variable {n : Type*} [Fintype n] [DecidableEq n]
```

The type `n` is the finite set of configurations.

```lean
/-- The local energy `(Hψ)(x) / ψ(x)` of a trial function, for configurations with `ψ x ≠ 0`. -/
def localEnergy (H : Matrix n n ℝ) (ψ : n → ℝ) (x : n) : ℝ := (H *ᵥ ψ) x / ψ x
```

The local energy is $E_L(x)=(H\psi)(x)/\psi(x)$. The symbol `*ᵥ` applies a matrix to a vector.

```lean
/-- The trial energy `⟨ψ|H|ψ⟩ / ⟨ψ|ψ⟩`, for `ψ ≠ 0`. -/
def trialEnergy (H : Matrix n n ℝ) (ψ : n → ℝ) : ℝ := (ψ ⬝ᵥ H *ᵥ ψ) / (ψ ⬝ᵥ ψ)
```

The trial energy is $E_T=\psi^TH\psi/\psi^T\psi$, with `⬝ᵥ` for the dot product.

```lean
/-- The imaginary-time propagator `exp(-t(H - E₀))`. -/
def propagator (H : Matrix n n ℝ) (E₀ t : ℝ) : Matrix n n ℝ :=
  NormedSpace.exp ((-t) • (H - E₀ • (1 : Matrix n n ℝ)))
```

The propagator is the matrix exponential $P_t=e^{-t(H-E_0)}$, without time-step error.

```lean
/-- The correlation of the local-energy excess at the two ends of a projection of length `t`,
weighted by `ψ(x) P(x,y) ψ(y) / ⟨ψ|ψ⟩`, for `ψ` without zeros on a nonempty space. -/
def correlation (H : Matrix n n ℝ) (E₀ : ℝ) (ψ : n → ℝ) (t : ℝ) : ℝ :=
  (∑ x, ∑ y, (ψ x * (localEnergy H ψ x - E₀)) * propagator H E₀ t x y *
    (ψ y * (localEnergy H ψ y - E₀))) / (ψ ⬝ᵥ ψ)
```

The correlation is

$$C(t)=\frac{\sum_{x,y}\psi(x)(E_L(x)-E_0)\,P_t(x,y)\,\psi(y)(E_L(y)-E_0)}{\psi^T\psi}.$$

The denominator is the norm at $t=0$, not the projected norm $\psi^TP_t\psi$, so $C(t)$ is not an average normalised separately at each $t$.

## Energy modes and their weights

```lean
/-- The orthogonal matrix whose columns are energy eigenvectors of `H`. -/
def modes {H : Matrix n n ℝ} (hH : H.IsHermitian) : Matrix n n ℝ :=
  (hH.eigenvectorUnitary : Matrix n n ℝ)
```

The columns of the matrix $U$ are eigenvectors of $H$. The argument `hH` is a proof that $H$ is Hermitian, which for real entries means symmetric.

```lean
/-- The normalised squared overlap of the trial function `ψ ≠ 0` with the `k`-th eigenvector. -/
def weight {H : Matrix n n ℝ} (hH : H.IsHermitian) (ψ : n → ℝ) (k : n) : ℝ :=
  ((modes hH)ᵀ *ᵥ ψ) k ^ 2 / (ψ ⬝ᵥ ψ)
```

The weights are $w_k=(U^T\psi)_k^2/\psi^T\psi$. Below, $\lambda_k$ is the $k$-th eigenvalue and $D_k=\lambda_k-E_0$. The $D_k$ are excitation energies if $E_0$ is the ground-state energy; for another $E_0$ they are only eigenvalues relative to the reference.

## The time integral, mode by mode

```lean
/-- For an excitation energy `D ≥ 0`, the function `D² exp(-tD)` is integrable over `t > 0`
and its integral is `D`. -/
theorem integral_mode {D : ℝ} (hD : 0 ≤ D) :
    IntegrableOn (fun t : ℝ => D ^ 2 * Real.exp (-(t * D))) (Ioi 0) ∧
      ∫ t in Ioi (0 : ℝ), D ^ 2 * Real.exp (-(t * D)) = D := by
  rcases hD.eq_or_lt with h0 | hpos
  · subst h0
    simp
  have hi : IntegrableOn (fun t : ℝ => D ^ 2 * Real.exp (-(t * D))) (Ioi 0) := by
    have h := (exp_neg_integrableOn_Ioi 0 hpos).const_mul (D ^ 2)
    have he : (fun t : ℝ => D ^ 2 * Real.exp (-(t * D))) =
        fun t : ℝ => D ^ 2 * Real.exp (-D * t) := by
      funext t
      rw [show -(t * D) = -D * t by ring]
    rw [he]
    exact h
  refine ⟨hi, ?_⟩
  -- an antiderivative is `-D exp(-tD)`, which vanishes at long times
  have hd : ∀ t ∈ Ici (0 : ℝ), HasDerivAt (fun s : ℝ => -D * Real.exp (-(s * D)))
      (D ^ 2 * Real.exp (-(t * D))) t := by
    intro t _
    have h := ((((hasDerivAt_id' t).mul_const D).fun_neg).exp).const_mul (-D)
    exact h.congr_deriv (by ring)
  have hl : Tendsto (fun s : ℝ => -D * Real.exp (-(s * D))) atTop (𝓝 0) := by
    have h := (Real.tendsto_exp_neg_atTop_nhds_zero.comp
      (tendsto_id.atTop_mul_const hpos)).const_mul (-D)
    rw [mul_zero] at h
    exact h
  rw [integral_Ioi_of_hasDerivAt_of_tendsto' hd hi hl]
  simp
```

For $D=0$ the integrand vanishes. For $D>0$ an antiderivative is $-De^{-tD}$, so

$$\int_0^\infty D^2e^{-tD}\,dt=0-(-D)=D.$$

The proof splits these cases with `rcases`; `hd` checks the derivative and `hl` the limit at long times. Integrability is stated separately because Lean assigns the value 0 to the integral of a non-integrable function.

```lean
/-- For finitely many excitation energies `D k ≥ 0` and real weights `w k`, the function
`∑ w D² exp(-tD)` is integrable over `t > 0` and its integral is `∑ w D`. -/
theorem integral_spectral_sum {ι : Type*} [Fintype ι] (w D : ι → ℝ) (hD : ∀ k, 0 ≤ D k) :
    IntegrableOn (fun t : ℝ => ∑ k, w k * (D k ^ 2 * Real.exp (-(t * D k)))) (Ioi 0) ∧
      ∫ t in Ioi (0 : ℝ), ∑ k, w k * (D k ^ 2 * Real.exp (-(t * D k))) = ∑ k, w k * D k := by
  have hi : ∀ k ∈ Finset.univ, Integrable
      (fun t : ℝ => w k * (D k ^ 2 * Real.exp (-(t * D k)))) (volume.restrict (Ioi 0)) :=
    fun k _ => (integral_mode (hD k)).1.const_mul (w k)
  refine ⟨integrable_finsetSum _ hi, ?_⟩
  rw [integral_finsetSum _ hi]
  refine Finset.sum_congr rfl fun k _ => ?_
  rw [integral_const_mul, (integral_mode (hD k)).2]
```

By linearity, $\int_0^\infty\sum_k w_kD_k^2e^{-tD_k}\,dt=\sum_k w_kD_k$. The weights may have any sign.

## Diagonalising the Hamiltonian and the propagator

```lean
/-- The energy eigenvectors are orthonormal and complete. -/
theorem modes_mul_transpose {H : Matrix n n ℝ} (hH : H.IsHermitian) :
    modes hH * (modes hH)ᵀ = 1 := by
  have h : modes hH * star (modes hH) = 1 :=
    Matrix.mem_unitaryGroup_iff.mp hH.eigenvectorUnitary.2
  rwa [star_eq_conjTranspose, conjTranspose_eq_transpose_of_trivial] at h
```

This is $UU^T=1$.

```lean
/-- For a real symmetric `H`, `H - E₀` is diagonal in the energy eigenbasis, with the eigenvalues of
`H` minus `E₀` as entries. -/
theorem shifted_eq {H : Matrix n n ℝ} (hH : H.IsHermitian) (E₀ : ℝ) :
    H - E₀ • (1 : Matrix n n ℝ) =
      modes hH * diagonal (fun k => hH.eigenvalues k - E₀) * (modes hH)ᵀ := by
  have h : H = modes hH * diagonal hH.eigenvalues * star (modes hH) :=
    hH.spectral_theorem.trans (Unitary.conjStarAlgAut_apply _ _)
  rw [star_eq_conjTranspose, conjTranspose_eq_transpose_of_trivial] at h
  have hd : diagonal (fun k => hH.eigenvalues k - E₀) =
      diagonal hH.eigenvalues - E₀ • (1 : Matrix n n ℝ) := by
    ext i j
    by_cases hij : i = j
    · subst hij
      simp
    · simp [hij]
  rw [hd, Matrix.mul_sub, Matrix.sub_mul, ← h, Matrix.mul_smul, Matrix.smul_mul,
    Matrix.mul_one, modes_mul_transpose]
```

The spectral theorem gives $H=U\,\mathrm{diag}(\lambda_k)\,U^T$. Subtracting $E_0=E_0UU^T$ gives $H-E_0=U\,\mathrm{diag}(D_k)\,U^T$.

```lean
/-- For a real symmetric `H`, the propagator is diagonal in the energy eigenbasis and multiplies the
mode with eigenvalue `E_k` by `exp(-t(E_k - E₀))`. -/
theorem propagator_eq {H : Matrix n n ℝ} (hH : H.IsHermitian) (E₀ t : ℝ) :
    propagator H E₀ t = modes hH *
      diagonal (fun k => Real.exp (-(t * (hH.eigenvalues k - E₀)))) * (modes hH)ᵀ := by
  have h1 := modes_mul_transpose hH
  have hinv : (modes hH)⁻¹ = (modes hH)ᵀ := Matrix.inv_eq_right_inv h1
  have hu : IsUnit (modes hH) :=
    (Matrix.isUnit_iff_isUnit_det _).2 (Matrix.isUnit_det_of_right_inverse h1)
  have hd : diagonal (fun k => -(t * (hH.eigenvalues k - E₀))) =
      (-t) • diagonal (fun k => hH.eigenvalues k - E₀) := by
    rw [← Matrix.diagonal_smul]
    congr 1
    funext k
    simp only [Pi.smul_apply, smul_eq_mul]
    ring
  have he : (-t) • (H - E₀ • (1 : Matrix n n ℝ)) =
      modes hH * diagonal (fun k => -(t * (hH.eigenvalues k - E₀))) * (modes hH)⁻¹ := by
    rw [hinv, shifted_eq hH, hd, Matrix.mul_smul, Matrix.smul_mul]
  have hf : NormedSpace.exp (fun k => -(t * (hH.eigenvalues k - E₀))) =
      fun k => Real.exp (-(t * (hH.eigenvalues k - E₀))) := by
    funext k
    -- evaluation at `k` is a continuous ring homomorphism
    have h := NormedSpace.map_exp (Pi.evalRingHom (fun _ : n => ℝ) k) (continuous_apply k)
      (fun k => -(t * (hH.eigenvalues k - E₀)))
    rw [Real.exp_eq_exp_ℝ]
    exact h
  rw [propagator, he, Matrix.exp_conj _ _ hu, Matrix.exp_diagonal, hinv, hf]
```

Since $e^{UAU^{-1}}=Ue^AU^{-1}$, and a diagonal matrix is exponentiated entry by entry, $P_t=U\,\mathrm{diag}(e^{-tD_k})\,U^T$. The step `hf` identifies the entries with the ordinary real exponential.

```lean
/-- For any real square matrix `U`, the quadratic form of `U diag(d) Uᵀ` at `φ` is the sum of `d k`
times the square of the `k`-th entry of `Uᵀφ`. -/
theorem quadratic_form (U : Matrix n n ℝ) (d φ : n → ℝ) :
    φ ⬝ᵥ (U * diagonal d * Uᵀ) *ᵥ φ = ∑ k, d k * (Uᵀ *ᵥ φ) k ^ 2 := by
  rw [← Matrix.mulVec_mulVec, ← Matrix.mulVec_mulVec, Matrix.dotProduct_mulVec,
    ← Matrix.mulVec_transpose]
  simp only [dotProduct, Matrix.mulVec_diagonal]
  exact Finset.sum_congr rfl fun k _ => by ring
```

Moving $U$ onto the left vector gives $\varphi^TU\,\mathrm{diag}(d_k)\,U^T\varphi=\sum_k d_k(U^T\varphi)_k^2$.

## From local energies to energy modes

```lean
/-- For a real symmetric Hamiltonian and a trial function without zeros, the projected local-energy
correlation is `∑ w D² exp(-tD)`, with `D` the eigenvalues relative to `E₀` and `w` the normalised
squared overlaps. -/
theorem correlation_eq {H : Matrix n n ℝ} (hH : H.IsHermitian) (E₀ : ℝ) {ψ : n → ℝ}
    (hψ : ∀ x, ψ x ≠ 0) (t : ℝ) :
    correlation H E₀ ψ t = ∑ k, weight hH ψ k * ((hH.eigenvalues k - E₀) ^ 2 *
      Real.exp (-(t * (hH.eigenvalues k - E₀)))) := by
  -- the local-energy excess times `ψ` is `(H - E₀)ψ`
  have hx : ∀ x, ψ x * (localEnergy H ψ x - E₀) =
      ((H - E₀ • (1 : Matrix n n ℝ)) *ᵥ ψ) x := by
    intro x
    rw [Matrix.sub_mulVec, Matrix.smul_mulVec, Matrix.one_mulVec, Pi.sub_apply,
      Pi.smul_apply, smul_eq_mul, localEnergy, mul_sub, mul_div_cancel₀ _ (hψ x)]
    ring
  have hq : ∀ (φ : n → ℝ) (P : Matrix n n ℝ),
      ∑ x, ∑ y, φ x * P x y * φ y = φ ⬝ᵥ P *ᵥ φ := by
    intro φ P
    simp only [dotProduct, Matrix.mulVec, Finset.mul_sum, mul_assoc]
  -- each mode of `(H - E₀)ψ` carries one factor of its eigenvalue minus `E₀`
  have hm : ∀ k, ((modes hH)ᵀ *ᵥ ((H - E₀ • (1 : Matrix n n ℝ)) *ᵥ ψ)) k =
      (hH.eigenvalues k - E₀) * ((modes hH)ᵀ *ᵥ ψ) k := by
    intro k
    rw [shifted_eq hH, Matrix.mulVec_mulVec, ← Matrix.mul_assoc, ← Matrix.mul_assoc,
      mul_eq_one_comm.mp (modes_mul_transpose hH), Matrix.one_mul, ← Matrix.mulVec_mulVec,
      Matrix.mulVec_diagonal]
  simp only [correlation, hx]
  rw [hq, propagator_eq hH, quadratic_form, Finset.sum_div]
  refine Finset.sum_congr rfl fun k _ => ?_
  rw [hm, weight]
  ring
```

Because $\psi(x)\ne0$, the division in $E_L$ cancels (`hx`):

$$\psi(x)(E_L(x)-E_0)=((H-E_0)\psi)(x).$$

Call this vector $\varphi$. Then $C(t)=\varphi^TP_t\varphi/\psi^T\psi$ (`hq`), and $(U^T\varphi)_k=D_k(U^T\psi)_k$ (`hm`). The quadratic form gives $C(t)=\sum_k w_kD_k^2e^{-tD_k}$.

```lean
/-- For a real symmetric Hamiltonian and a nonzero trial function, the trial energy minus `E₀` is
`∑ w D`, with `D` the eigenvalues relative to `E₀` and `w` the normalised squared overlaps. -/
theorem trialEnergy_sub {H : Matrix n n ℝ} (hH : H.IsHermitian) (E₀ : ℝ) {ψ : n → ℝ}
    (hψ : ψ ≠ 0) :
    trialEnergy H ψ - E₀ = ∑ k, weight hH ψ k * (hH.eigenvalues k - E₀) := by
  have hn : ψ ⬝ᵥ ψ ≠ 0 := fun h => hψ (dotProduct_self_eq_zero.mp h)
  have h := quadratic_form (modes hH) (fun k => hH.eigenvalues k - E₀) ψ
  rw [← shifted_eq hH, Matrix.sub_mulVec, Matrix.smul_mulVec, Matrix.one_mulVec,
    dotProduct_sub, dotProduct_smul, smul_eq_mul] at h
  have hs : ∑ k, weight hH ψ k * (hH.eigenvalues k - E₀) =
      (∑ k, (hH.eigenvalues k - E₀) * ((modes hH)ᵀ *ᵥ ψ) k ^ 2) / (ψ ⬝ᵥ ψ) := by
    rw [Finset.sum_div]
    exact Finset.sum_congr rfl fun k _ => by rw [weight]; ring
  rw [hs, ← h, trialEnergy, sub_div, mul_div_cancel_right₀ _ hn]
```

The same quadratic form, applied to $\psi^T(H-E_0)\psi$ and divided by $\psi^T\psi$, gives $E_T-E_0=\sum_k w_kD_k$.

```lean
/-- For a real symmetric Hamiltonian, a trial function without zeros and `E₀` not above any
eigenvalue, the projected local-energy correlation is integrable over `t > 0`, and its integral
is the trial energy minus `E₀`. -/
theorem integral_correlation [Nonempty n] {H : Matrix n n ℝ} (hH : H.IsHermitian) {E₀ : ℝ}
    (hE : ∀ k, E₀ ≤ hH.eigenvalues k) {ψ : n → ℝ} (hψ : ∀ x, ψ x ≠ 0) :
    IntegrableOn (correlation H E₀ ψ) (Ioi 0) ∧
      ∫ t in Ioi (0 : ℝ), correlation H E₀ ψ t = trialEnergy H ψ - E₀ := by
  have h0 : ψ ≠ 0 := fun h => hψ (Classical.arbitrary n) (congrFun h _)
  rw [trialEnergy_sub hH E₀ h0, funext (correlation_eq hH E₀ hψ)]
  exact integral_spectral_sum _ _ fun k => sub_nonneg.mpr (hE k)
```

The hypothesis `hE` says $D_k\ge0$ for every $k$, and `Ioi 0` is the range $t>0$. Rewriting both sides in modes leaves the integral already done:

$$\int_0^\infty C(t)\,dt=E_T-E_0.$$

With $E_0$ equal to the lowest eigenvalue, this is the excess over the ground state. The theorem concerns the exact $C(t)$; continuous space and sampling noise do not enter, and $\psi(x)P_t(x,y)\psi(y)$ may be negative.

For a single configuration with $H=h\ge E_0$, the correlation is $(h-E_0)^2e^{-t(h-E_0)}$ and its area is $h-E_0$.

Zeros of $\psi$ can spoil the result. Take $H=\begin{pmatrix}0&1\\1&0\end{pmatrix}$, $\psi=(1,0)$ and $E_0=-1$. The factor $\psi=0$ removes the second configuration, leaving $C(t)=P_t(1,1)=\tfrac12(1+e^{-2t})$, which is not integrable, although $E_T-E_0=1$. The trouble is that $H\psi$ is nonzero where $\psi$ vanishes; where both vanish, the cancellation above still holds.

## The value at zero projection time

```lean
/-- At zero projection time the correlation is, for `ψ ≠ 0`, the mean squared deviation of the local
energy from `E₀` in the distribution `ψ² / ⟨ψ|ψ⟩`. -/
theorem correlation_zero (H : Matrix n n ℝ) (E₀ : ℝ) (ψ : n → ℝ) :
    correlation H E₀ ψ 0 =
      (∑ x, ψ x ^ 2 * (localEnergy H ψ x - E₀) ^ 2) / (ψ ⬝ᵥ ψ) := by
  have hp : propagator H E₀ 0 = 1 := by
    rw [propagator, neg_zero, zero_smul, NormedSpace.exp_zero]
  rw [correlation, hp]
  congr 1
  refine Finset.sum_congr rfl fun x _ => ?_
  simp only [Matrix.one_apply, mul_ite, ite_mul, mul_one, mul_zero, zero_mul,
    Finset.sum_ite_eq, Finset.mem_univ, if_true]
  ring

end

end ProjectedLocalEnergy
```

At $t=0$ the propagator is the identity, so only the terms with $x=y$ survive. For nonzero $\psi$, $C(0)$ is the mean of $(E_L-E_0)^2$ in the distribution $\psi^2/\psi^T\psi$. The deviation is taken from $E_0$, not from the mean local energy, so this is in general not the variance of the local energy.

```lean
#print axioms ProjectedLocalEnergy.integral_correlation
#print axioms ProjectedLocalEnergy.correlation_zero
```

```
'ProjectedLocalEnergy.integral_correlation' depends on axioms: [propext, Classical.choice, Quot.sound]
'ProjectedLocalEnergy.correlation_zero' depends on axioms: [propext, Classical.choice, Quot.sound]
```
